# The discarded components of a ground vector bound the basis-truncation error of a finite Hermitian matrix

## Why high wave vectors are penalised

When a norm-conserving pseudopotential is optimized with spherical Bessel functions, the expansion coefficients are chosen to make the kinetic energy of the pseudo-wavefunction above a cutoff wave vector small. This residual kinetic energy serves as an estimate of the energy error that a plane-wave calculation makes when it stops at that cutoff.

The inequality below supports this use for the lowest state of a fixed one-electron Hamiltonian in a finite orthonormal basis. The quantity in the bound is the full energy of the discarded components, measured from the ground energy in the undivided basis, and the kinetic energy is one part of it.

## The bound for a split basis

Divide the basis into retained and discarded functions. The Hamiltonian and its ground vector become

H = [[A, B], [B†, C]],  H(u, w) = E(u, w),

where A and C are Hermitian, B couples the two sets, E is the lowest eigenvalue of H, and u and w hold the retained and discarded coefficients. Let E_A be the lowest eigenvalue of A, which is the energy that the truncated calculation returns. Write ⟨x, y⟩ = Σᵢ conj(xᵢ) yᵢ and ‖x‖² = ⟨x, x⟩. If u ≠ 0, then

⟨u, (A − E)u⟩ = ⟨w, (C − E)w⟩,

0 ≤ E_A − E ≤ ⟨w, (C − E)w⟩ / ‖u‖².

For a normalised ground vector the denominator is 1 − ‖w‖².

In the Lean file the two sets of basis functions are the finite index types `m` and `n`, H is `fromBlocks A B Bᴴ C`, and the vector (u, w) is `Sum.elim u w`. `IsGroundEnergy M E` says that `E` is the least real number that is an eigenvalue of `M`. `weight v` is ‖v‖², and `excess M E v` is the complex number ⟨v, (M − E)v⟩. The first equation therefore holds between complex numbers, while the bound uses the real part `(excess C E w).re`. Vectors need not be normalised.

The condition u ≠ 0 excludes a ground vector that lies wholly in the discarded space. With A = 1, B = 0 and C = 0 as single numbers, the ground vector is (0, 1) and the truncation error is 1, although the discarded excess is zero.

The model has no overlap matrix, and A is the same block before and after truncation. In a self-consistent calculation the potential would also respond to the smaller basis.

## From the block rows to the inequality

**Equal excesses.** The two rows of the eigenvalue equation are

(A − E)u = −Bw,

(C − E)w = −B†u.

Take the inner product of the first with u and of the second with w:

⟨u, (A − E)u⟩ = −⟨u, Bw⟩,

⟨w, (C − E)w⟩ = −⟨w, B†u⟩ = −⟨Bw, u⟩ = −conj⟨u, Bw⟩.

The right-hand sides are complex conjugates. The first left-hand side is real, because A is Hermitian and E is real, so the two excesses are equal.

**Variational principle.** Let M be Hermitian with lowest eigenvalue E₀, orthonormal eigenvectors v_k and eigenvalues ε_k. For x = Σ_k c_k v_k,

⟨x, (M − E₀)x⟩ = Σ_k (ε_k − E₀)|c_k|² ≥ 0.

If the sum vanishes, only terms with ε_k = E₀ have c_k ≠ 0, and hence Mx = E₀x.

**Lower bound.** Let Av = E_A v with v ≠ 0, and use (v, 0) as a trial vector for H:

0 ≤ ⟨(v, 0), (H − E)(v, 0)⟩ = ⟨v, (A − E)v⟩ = (E_A − E)‖v‖².

Division by ‖v‖² gives E ≤ E_A.

**Upper bound.** Use u as a trial vector for A:

⟨u, (A − E)u⟩ = ⟨u, (A − E_A)u⟩ + (E_A − E)‖u‖² ≥ (E_A − E)‖u‖².

Replace the left-hand side by ⟨w, (C − E)w⟩ and divide by ‖u‖². Equality holds exactly when ⟨u, (A − E_A)u⟩ = 0, that is, when Au = E_A u.

**A bound by weight.** Suppose that ⟨x, Cx⟩ ≤ K‖x‖² for every discarded vector x. The number K is a ceiling on the energy in the discarded space, for which the highest eigenvalue of C will do. Then

E_A − E ≤ (K − E)‖w‖² / ‖u‖².

A finite basis always has such a ceiling, but it rises as plane waves of higher kinetic energy are added.

**A neighbouring bound.** The first block row also gives an upper bound on the truncation error in terms of the coupling. With ‖B‖ the largest singular value of B, the Cauchy–Schwarz inequality gives

E_A − E ≤ −⟨u, Bw⟩ / ‖u‖² ≤ ‖B‖ ‖w‖ / ‖u‖.

This corollary is derived here by hand and has no theorem in the file.

## Evaluating the bound in a plane-wave code

Take the ground vector from a calculation with a high cutoff and choose a lower cutoff energy T_c > 0 to test. Set the coefficients below T_c to zero, apply the Hamiltonian to the remaining vector (0, w), and take the inner product with (0, w). The result is ⟨w, Cw⟩. Subtracting E‖w‖² and dividing by ‖u‖² gives the bound on the error of the lowest eigenvalue at T_c, relative to its high-cutoff value and with the potential held fixed, without a second diagonalisation.

The link to the residual kinetic energy follows from C = T + V, with T the kinetic and V the potential part in the discarded block. Every discarded plane wave has kinetic energy at least T_c, so ‖w‖² ≤ ⟨w, Tw⟩ / T_c. If V_max is the highest eigenvalue of V, then

⟨w, (C − E)w⟩ ≤ ⟨w, Tw⟩ (1 + max(0, V_max − E) / T_c).

A small residual kinetic energy thus makes the bound small, with a correction factor that approaches 1 when T_c is large compared with V_max − E.

## The Lean file

```lean
import Mathlib

open Matrix
open scoped ComplexOrder

namespace BasisTruncation

noncomputable section

variable {m n : Type*} [Fintype m] [Fintype n]

/-- The real number `E` is the lowest real eigenvalue of the matrix `M`. -/
def IsGroundEnergy (M : Matrix n n ℂ) (E : ℝ) : Prop :=
  IsLeast {e : ℝ | ∃ v : n → ℂ, v ≠ 0 ∧ M *ᵥ v = (e : ℂ) • v} E

/-- The squared norm of a coefficient vector. -/
def weight (v : n → ℂ) : ℝ := ∑ i, ‖v i‖ ^ 2

/-- The energy excess `⟨v, (M - E) v⟩` of a vector `v` over the reference energy `E`. -/
def excess (M : Matrix n n ℂ) (E : ℝ) (v : n → ℂ) : ℂ :=
  star v ⬝ᵥ (M *ᵥ v - (E : ℂ) • v)

/-- A nonzero vector has positive squared norm. -/
lemma weight_pos {v : n → ℂ} (hv : v ≠ 0) : 0 < weight v := by
  obtain ⟨i, hi⟩ := Function.ne_iff.mp hv
  exact Finset.sum_pos' (fun j _ => by positivity)
    ⟨i, Finset.mem_univ i, pow_pos (norm_pos_iff.mpr hi) 2⟩

/-- The excess is `⟨v, M v⟩` minus `E` times the squared norm of `v`. -/
lemma excess_eq (M : Matrix n n ℂ) (E : ℝ) (v : n → ℂ) :
    excess M E v = star v ⬝ᵥ M *ᵥ v - (E : ℂ) * (weight v : ℂ) := by
  have h : star v ⬝ᵥ v = (weight v : ℂ) := by
    simp only [weight, dotProduct, Complex.ofReal_sum, Complex.ofReal_pow]
    exact Finset.sum_congr rfl fun i _ => Complex.conj_mul' (v i)
  rw [excess, dotProduct_sub, dotProduct_smul, h, smul_eq_mul]

/-- Changing the reference energy shifts the real part of the excess by the energy difference times
the squared norm. -/
lemma excess_shift (M : Matrix n n ℂ) (E E' : ℝ) (v : n → ℂ) :
    (excess M E v).re = (excess M E' v).re + (E' - E) * weight v := by
  rw [excess_eq, excess_eq]
  simp only [Complex.sub_re, Complex.re_ofReal_mul, Complex.ofReal_re]
  ring

/-- Variational principle: for a Hermitian matrix with ground energy `E`, the excess over `E`
is real and nonnegative, and it vanishes only on solutions of `M v = E v`. -/
theorem variational_principle {M : Matrix n n ℂ} {E : ℝ} (hM : M.IsHermitian)
    (hE : IsGroundEnergy M E) (v : n → ℂ) :
    0 ≤ excess M E v ∧ (excess M E v = 0 → M *ᵥ v = (E : ℂ) • v) := by
  classical
  have hs : ∀ x : n → ℂ, (M - (E : ℂ) • 1) *ᵥ x = M *ᵥ x - (E : ℂ) • x := fun x => by
    rw [Matrix.sub_mulVec, Matrix.smul_mulVec, Matrix.one_mulVec]
  have hK : (M - (E : ℂ) • (1 : Matrix n n ℂ)).IsHermitian := by
    apply hM.sub
    simp [Matrix.IsHermitian, Matrix.conjTranspose_smul]
  -- every eigenvalue of `M - E` is an eigenvalue of `M` lowered by `E`
  have hP : (M - (E : ℂ) • (1 : Matrix n n ℂ)).PosSemidef := by
    rw [hK.posSemidef_iff_eigenvalues_nonneg]
    intro i
    change 0 ≤ hK.eigenvalues i
    have hv := hK.mulVec_eigenvectorBasis i
    rw [hs] at hv
    have hne : (hK.eigenvectorBasis i).ofLp ≠ 0 := fun h0 =>
      hK.eigenvectorBasis.orthonormal.ne_zero i (by ext j; exact congrFun h0 j)
    have hle : E ≤ hK.eigenvalues i + E := hE.2 ⟨_, hne, by
      funext j
      have hj := congrFun hv j
      simp only [Pi.sub_apply, Pi.smul_apply, Complex.real_smul, smul_eq_mul,
        Complex.ofReal_add] at hj ⊢
      linear_combination hj⟩
    linarith
  have h0 := hP.dotProduct_mulVec_nonneg v
  have h1 := hP.dotProduct_mulVec_zero_iff v
  rw [hs] at h0 h1
  exact ⟨h0, fun h => sub_eq_zero.mp (h1.mp h)⟩

/-- For an eigenvector `(u, w)` of the block Hamiltonian with real eigenvalue `E` and Hermitian
`A`, the retained and the discarded components have the same energy excess over `E`. -/
theorem excess_balance {A : Matrix m m ℂ} {B : Matrix m n ℂ} {C : Matrix n n ℂ}
    {E : ℝ} {u : m → ℂ} {w : n → ℂ} (hA : A.IsHermitian)
    (h : fromBlocks A B Bᴴ C *ᵥ Sum.elim u w = (E : ℂ) • Sum.elim u w) :
    excess A E u = excess C E w := by
  -- the two block rows of the eigenvalue equation
  have h1 : A *ᵥ u - (E : ℂ) • u = -(B *ᵥ w) := by
    funext i
    have hi : (A *ᵥ u) i + (B *ᵥ w) i = (E : ℂ) * u i := by
      simpa [Matrix.fromBlocks_mulVec] using congrFun h (Sum.inl i)
    simp only [Pi.sub_apply, Pi.smul_apply, Pi.neg_apply, smul_eq_mul]
    linear_combination hi
  have h2 : C *ᵥ w - (E : ℂ) • w = -(Bᴴ *ᵥ u) := by
    funext i
    have hi : (Bᴴ *ᵥ u) i + (C *ᵥ w) i = (E : ℂ) * w i := by
      simpa [Matrix.fromBlocks_mulVec] using congrFun h (Sum.inr i)
    simp only [Pi.sub_apply, Pi.smul_apply, Pi.neg_apply, smul_eq_mul]
    linear_combination hi
  -- the excess of `u` is real, and the two coupling terms are conjugate
  have hreal : star (excess A E u) = excess A E u := by
    rw [excess_eq, star_sub, ← Matrix.star_dotProduct, Matrix.star_mulVec,
      ← Matrix.dotProduct_mulVec, hA.eq]
    simp
  have hB : star (star u ⬝ᵥ B *ᵥ w) = star w ⬝ᵥ Bᴴ *ᵥ u := by
    rw [← Matrix.star_dotProduct, Matrix.star_mulVec, ← Matrix.dotProduct_mulVec]
  rw [← hreal, excess, excess, h1, h2, dotProduct_neg, dotProduct_neg, star_neg, hB]

/-- Truncation error bound: for a Hermitian block Hamiltonian with ground energy `E` and ground
vector `(u, w)`, `u ≠ 0`, the retained and the discarded components have the same energy excess over
`E`, and the ground energy `EA` of the retained block is at least `E` and exceeds it by at most the
real part of that excess divided by the squared norm of `u`. -/
theorem truncation_error_bound {A : Matrix m m ℂ} {B : Matrix m n ℂ} {C : Matrix n n ℂ}
    {E EA : ℝ} {u : m → ℂ} {w : n → ℂ} (hA : A.IsHermitian) (hC : C.IsHermitian)
    (hE : IsGroundEnergy (fromBlocks A B Bᴴ C) E) (hEA : IsGroundEnergy A EA)
    (h : fromBlocks A B Bᴴ C *ᵥ Sum.elim u w = (E : ℂ) • Sum.elim u w) (hu : u ≠ 0) :
    excess A E u = excess C E w ∧ 0 ≤ EA - E ∧
      EA - E ≤ (excess C E w).re / weight u := by
  refine ⟨excess_balance hA h, ?_, ?_⟩
  · -- the ground vector of `A`, padded by zeros, is a trial vector for the full problem
    obtain ⟨v, hv, hAv⟩ := hEA.1
    have hH : (fromBlocks A B Bᴴ C).IsHermitian := hA.fromBlocks rfl hC
    have h0 := (Complex.le_def.mp (variational_principle hH hE (Sum.elim v 0)).1).1
    have hpad : excess (fromBlocks A B Bᴴ C) E (Sum.elim v 0) = excess A E v := by
      rw [excess_eq, excess_eq]
      simp [weight, dotProduct, Matrix.fromBlocks_mulVec, Fintype.sum_sum_type]
    have hz : excess A EA v = 0 := by rw [excess, hAv, sub_self, dotProduct_zero]
    rw [hpad, excess_shift A E EA v, hz, Complex.zero_re, zero_add] at h0
    exact nonneg_of_mul_nonneg_left h0 (weight_pos hv)
  · -- `u` is a trial vector for the retained block
    have h0 := (Complex.le_def.mp (variational_principle hA hEA u).1).1
    rw [Complex.zero_re] at h0
    rw [le_div_iff₀ (weight_pos hu), ← excess_balance hA h, excess_shift A E EA u]
    linarith

/-- For an eigenvector `(u, w)` of the block matrix with real eigenvalue `E` and `u ≠ 0`, and
Hermitian `A` with ground energy `EA`, the difference `EA - E` equals the real part of the excess of
`w` over `E` divided by the squared norm of `u` exactly when `A u = EA u`. -/
theorem truncation_error_eq_iff {A : Matrix m m ℂ} {B : Matrix m n ℂ} {C : Matrix n n ℂ}
    {E EA : ℝ} {u : m → ℂ} {w : n → ℂ} (hA : A.IsHermitian) (hEA : IsGroundEnergy A EA)
    (h : fromBlocks A B Bᴴ C *ᵥ Sum.elim u w = (E : ℂ) • Sum.elim u w) (hu : u ≠ 0) :
    EA - E = (excess C E w).re / weight u ↔ A *ᵥ u = (EA : ℂ) • u := by
  obtain ⟨h0, h1⟩ := variational_principle hA hEA u
  rw [eq_div_iff (weight_pos hu).ne', ← excess_balance hA h, excess_shift A E EA u]
  constructor
  · intro he
    exact h1 (Complex.ext (by rw [Complex.zero_re]; linarith) (Complex.le_def.mp h0).2.symm)
  · intro he
    have hz : excess A EA u = 0 := by rw [excess, he, sub_self, dotProduct_zero]
    rw [hz, Complex.zero_re, zero_add]

/-- Bound by weight: take a Hermitian block Hamiltonian with ground energy `E` and ground vector
`(u, w)`, `u ≠ 0`, whose retained block has ground energy `EA`. If the real part of `⟨x, C x⟩` is at
most `K` times the squared norm of `x` for every discarded vector `x`, then `EA - E` is at most
`K - E` times the ratio of the squared norm of `w` to that of `u`. -/
theorem truncation_error_le_weight {A : Matrix m m ℂ} {B : Matrix m n ℂ} {C : Matrix n n ℂ}
    {E EA K : ℝ} {u : m → ℂ} {w : n → ℂ} (hA : A.IsHermitian) (hC : C.IsHermitian)
    (hE : IsGroundEnergy (fromBlocks A B Bᴴ C) E) (hEA : IsGroundEnergy A EA)
    (h : fromBlocks A B Bᴴ C *ᵥ Sum.elim u w = (E : ℂ) • Sum.elim u w) (hu : u ≠ 0)
    (hK : ∀ x : n → ℂ, (star x ⬝ᵥ C *ᵥ x).re ≤ K * weight x) :
    EA - E ≤ (K - E) * (weight w / weight u) := by
  have hb := (truncation_error_bound hA hC hE hEA h hu).2.2
  rw [excess_eq, Complex.sub_re, Complex.re_ofReal_mul, Complex.ofReal_re,
    le_div_iff₀ (weight_pos hu)] at hb
  rw [← mul_div_assoc, le_div_iff₀ (weight_pos hu)]
  linarith [hK w]

/-- The two-level Hamiltonian with rows `(0, 2)` and `(2, 3)`, one level in each block. -/
def twoLevel : Matrix (Fin 1 ⊕ Fin 1) (Fin 1 ⊕ Fin 1) ℂ :=
  fromBlocks !![0] !![2] (!![2])ᴴ !![3]

/-- The two-level Hamiltonian has ground energy `-1` with eigenvector `(2, -1)`, while its
retained block has ground energy `0`. -/
theorem twoLevel_witness :
    IsGroundEnergy twoLevel (-1) ∧ IsGroundEnergy (!![0] : Matrix (Fin 1) (Fin 1) ℂ) 0 ∧
      twoLevel *ᵥ Sum.elim ![2] ![-1] = ((-1 : ℝ) : ℂ) • Sum.elim ![2] ![-1] := by
  have hvec : twoLevel *ᵥ Sum.elim ![2] ![-1] = ((-1 : ℝ) : ℂ) • Sum.elim ![2] ![-1] := by
    ext i
    rcases i with i | i <;> fin_cases i <;>
      simp [twoLevel, Matrix.mulVec, dotProduct, Fintype.sum_sum_type]
    norm_num
  have hz : (!![0] : Matrix (Fin 1) (Fin 1) ℂ) = 0 := by
    ext i j
    fin_cases i; fin_cases j; simp
  refine ⟨⟨⟨_, fun h0 => ?_, hvec⟩, ?_⟩, ⟨⟨![1], by simp, by simp [hz]⟩, ?_⟩, hvec⟩
  · simpa using congrFun h0 (Sum.inl 0)
  · rintro e ⟨v, hv, h⟩
    by_contra hlt
    have hlt' : e < -1 := not_le.mp hlt
    have h1 : 2 * v (Sum.inr 0) = (e : ℂ) * v (Sum.inl 0) := by
      simpa [twoLevel, Matrix.mulVec, dotProduct, Fintype.sum_sum_type]
        using congrFun h (Sum.inl 0)
    have h2 : 2 * v (Sum.inl 0) + 3 * v (Sum.inr 0) = (e : ℂ) * v (Sum.inr 0) := by
      simpa [twoLevel, Matrix.mulVec, dotProduct, Fintype.sum_sum_type]
        using congrFun h (Sum.inr 0)
    -- the characteristic polynomial does not vanish below `-1`
    have hd : ((e : ℂ) + 1) * ((e : ℂ) - 4) ≠ 0 := by
      have hr : (e + 1) * (e - 4) ≠ 0 :=
        (mul_pos_of_neg_of_neg (by linarith) (by linarith)).ne'
      exact_mod_cast hr
    have hx : v (Sum.inl 0) = 0 := (mul_eq_zero.mp (show
      ((e : ℂ) + 1) * ((e : ℂ) - 4) * v (Sum.inl 0) = 0 by
        linear_combination (3 - (e : ℂ)) * h1 - 2 * h2)).resolve_left hd
    have hy : v (Sum.inr 0) = 0 := (mul_eq_zero.mp (show
      ((e : ℂ) + 1) * ((e : ℂ) - 4) * v (Sum.inr 0) = 0 by
        linear_combination -(e : ℂ) * h2 - 2 * h1)).resolve_left hd
    apply hv
    funext i
    rcases i with i | i
    · rw [Subsingleton.elim i 0]; exact hx
    · rw [Subsingleton.elim i 0]; exact hy
  · rintro e ⟨v, hv, h⟩
    rw [hz, Matrix.zero_mulVec] at h
    have he : (e : ℂ) = 0 := (smul_eq_zero.mp h.symm).resolve_right hv
    exact (Complex.ofReal_eq_zero.mp he).ge

end

end BasisTruncation
```

```lean
#print axioms BasisTruncation.truncation_error_bound
-- 'BasisTruncation.truncation_error_bound' depends on axioms: [propext, Classical.choice, Quot.sound]
#print axioms BasisTruncation.truncation_error_eq_iff
-- 'BasisTruncation.truncation_error_eq_iff' depends on axioms: [propext, Classical.choice, Quot.sound]
#print axioms BasisTruncation.truncation_error_le_weight
-- 'BasisTruncation.truncation_error_le_weight' depends on axioms: [propext, Classical.choice, Quot.sound]
```

## How the lemmas carry the argument

`weight_pos` supplies the positive denominators. `excess_eq` expands ⟨v, (M − E)v⟩ into ⟨v, Mv⟩ − E‖v‖², and `excess_shift` is the change of reference energy used in both halves of the bound.

`variational_principle` shows that M − E is positive semidefinite. Mathlib reduces this to nonnegative eigenvalues. Adding `E` to an eigenvalue of M − E gives an eigenvalue of M, which is at least `E` because `E` is the least one. Mathlib's results on positive semidefinite matrices then replace the expansion in eigenvectors, including the case of zero excess. In the order on ℂ used here, `0 ≤ excess M E v` says that the excess is real as well as nonnegative.

In `excess_balance`, `h1` and `h2` are the two block rows, `hreal` says that the retained excess is real, and `hB` says that the coupling terms are conjugate. The final rewrite combines them. The lemma needs only that A is Hermitian and E is a real eigenvalue, so it applies to excited states too.

`truncation_error_bound` joins the parts. For the lower bound, `hpad` identifies the excess of the padded vector with that of `v` in the retained block, and `hz` says that `v` has no excess over `EA`. For the upper bound, `u` is the trial vector, and `le_div_iff₀` moves the positive weight across the inequality.

`truncation_error_eq_iff` uses the zero-excess half of the variational principle. `truncation_error_le_weight` inserts the ceiling `K` into the main bound.

The matrix `twoLevel` has rows (0, 2) and (2, 3). `twoLevel_witness` establishes its ground energy −1, the eigenvector (2, −1) and the retained ground energy 0. To exclude an eigenvalue e < −1, the proof eliminates one component at a time and finds that (e + 1)(e − 4) multiplies each component to zero. That factor is positive below −1, so the vector would vanish. After normalisation the eigenvector is (2, −1)/√5, both excesses are 4/5, and the retained weight is 4/5. The bound is 1, equal to the actual error, as it must be when only one basis function is retained.
